# With positive gaps, the level-shift correction leaves a nonnegative error of order $s^2$

## Gaps, couplings and three energies

Let $k$ run over the excited states of a zeroth-order Hamiltonian with a nondegenerate ground state. They are finite in number and, together with the ground state, form an orthonormal eigenbasis. Write $D_k$ for the gap between state $k$ and the ground state, $V_k$ for the complex coupling of state $k$ to the ground state through the perturbation, and $w_k=|V_k|^2$ for the weight. The level shift $s$ is a real energy added to every gap. Define

$$E_2=-\sum_k\frac{w_k}{D_k},\qquad E(s)=-\sum_k\frac{w_k}{D_k+s},\qquad C(s)=E(s)-s\sum_k\frac{w_k}{(D_k+s)^2}.$$

These are the second-order energy, the shifted energy and the corrected energy. For first-order amplitudes $c_k$, the unshifted Hylleraas functional is

$$J(c)=\sum_k\left(D_k|c_k|^2+2\,\mathrm{Re}(c_k^*V_k)\right).$$

A positive level shift moves small positive denominators away from zero, and for a finite, diagonal zeroth-order problem the result below bounds what remains of its effect on the second-order energy after the correction.

## The correction as an extrapolation and as a variational energy

Since $E'(s)=\sum_k w_k/(D_k+s)^2$, we have $C(s)=E(s)-sE'(s)$. This is the tangent at $s$, read off at zero shift.

The same number comes from $J$. Let the amplitudes solve the shifted equations $(D_k+s)c_k=-V_k$. Then $|V_k|^2=(D_k+s)^2|c_k|^2$ and $\mathrm{Re}(c_k^*V_k)=-(D_k+s)|c_k|^2$, so each term of $J$ is

$$D_k|c_k|^2-2(D_k+s)|c_k|^2=-(D_k+s)|c_k|^2-s|c_k|^2=-\frac{w_k}{D_k+s}-\frac{s\,w_k}{(D_k+s)^2}.$$

Summing gives $J(c)=C(s)$. For positive gaps and any amplitudes, completing the square gives

$$D_k|c_k|^2+2\,\mathrm{Re}(c_k^*V_k)+\frac{|V_k|^2}{D_k}=\frac{|D_kc_k+V_k|^2}{D_k}\ge 0,$$

hence $J(c)\ge E_2$. The corrected energy therefore cannot fall below $E_2$.

## The exact error and its bound

Put the three contributions of one state over a common denominator:

$$-\frac1{D_k+s}-\frac{s}{(D_k+s)^2}+\frac1{D_k}
=\frac{-D_k(D_k+s)-sD_k+(D_k+s)^2}{D_k(D_k+s)^2}
=\frac{s^2}{D_k(D_k+s)^2}.$$

Multiplying by $w_k$ and summing,

$$C(s)-E_2=s^2\sum_k\frac{w_k}{D_k(D_k+s)^2}.$$

If $D_k>0$, $w_k\ge0$ and $s\ge0$, every term is nonnegative, and $D_k(D_k+s)^2\ge D_k^3$. Therefore

$$0\le C(s)-E_2\le s^2\sum_k\frac{w_k}{D_k^3}.$$

Dividing the exact error by $s^2$ and letting $s\to0^+$ gives $\sum_k w_k/D_k^3$, so no smaller coefficient of $s^2$ works for all small positive shifts. For $s>0$, a sum of nonnegative terms with positive denominators vanishes only if each $w_k=0$; the error is then zero, and otherwise it is positive.

## A first-order neighbour and a negative gap

Neither the estimate nor the example here has a theorem in the file. Without the correction, the same partial fractions give

$$E(s)-E_2=s\sum_k\frac{w_k}{D_k(D_k+s)}\le s\sum_k\frac{w_k}{D_k^2}$$

under the same hypotheses. The correction thus removes the error linear in $s$.

Positivity of the gaps matters for the sign. It is automatic for excited states above a nondegenerate ground state, as in the setup here, but it can fail when the same formulas are used with a reference state that is not the lowest zeroth-order eigenstate. For such a reference, take one other state, lying below it, with $D=-1$, $w=1$ and $s=\tfrac12$. Then $E_2=1$ and $C(s)=2-\tfrac12\cdot4=0$, so the error is $-1$ and the lower bound fails.

## What the Lean statements say

The finite type `ι` labels the excited states and may be empty. The functions `w D : ι → ℝ` hold weights and gaps, and `V c : ι → ℂ` hold couplings and amplitudes. `secondOrder`, `shiftedEnergy`, `correctedEnergy` and `hylleraas` are $E_2$, $E(s)$, $C(s)$ and $J(c)$. In the two Hylleraas theorems the weights are `Complex.normSq (V k)`, that is $|V_k|^2$; elsewhere they are real numbers, assumed nonnegative where a sign is needed.

The main theorem, `correctedEnergy_error_bounds`, assumes `0 ≤ w k` and `0 < D k` for every state and `0 ≤ s`, and concludes both inequalities. The exact error formula needs only that no gap and no shifted gap vanishes. In the limit theorem, `𝓝[>] 0` means that the shift approaches zero through positive values.

The energies are defined as explicit sums and are not derived from a Hamiltonian. A continuum, a non-diagonal zeroth-order operator and an imaginary shift are not covered. The bound measures distance from $E_2$, not from the exact energy.

```lean
import Mathlib

open Filter Topology ComplexConjugate

namespace LevelShiftCorrection

noncomputable section

variable {ι : Type*} [Fintype ι]

/-- The second-order energy `E₂ = -∑ w_k / D_k` for weights `w_k` and nonzero gaps `D_k`. -/
def secondOrder (w D : ι → ℝ) : ℝ := -∑ k, w k / D k

/-- The second-order energy with every gap raised by the level shift `s`,
for nonzero shifted gaps `D_k + s`. -/
def shiftedEnergy (w D : ι → ℝ) (s : ℝ) : ℝ := -∑ k, w k / (D k + s)

/-- The level-shift corrected energy: the shifted energy minus `s ∑ w_k / (D_k + s)²`,
for nonzero shifted gaps `D_k + s`. -/
def correctedEnergy (w D : ι → ℝ) (s : ℝ) : ℝ :=
  shiftedEnergy w D s - s * ∑ k, w k / (D k + s) ^ 2

/-- The Hylleraas functional of the unshifted problem, for couplings `V_k`, gaps `D_k`
and first-order amplitudes `c_k`. -/
def hylleraas (V : ι → ℂ) (D : ι → ℝ) (c : ι → ℂ) : ℝ :=
  ∑ k, (D k * Complex.normSq (c k) + 2 * (conj (c k) * V k).re)

/-- If no shifted gap vanishes, the slope of the shifted energy in the shift is
`∑ w_k / (D_k + s)²`, the sum that appears in the correction. -/
theorem hasDerivAt_shiftedEnergy (w D : ι → ℝ) (s : ℝ) (hs : ∀ k, D k + s ≠ 0) :
    HasDerivAt (fun t => shiftedEnergy w D t) (∑ k, w k / (D k + s) ^ 2) s := by
  unfold shiftedEnergy
  have h : ∀ k ∈ Finset.univ,
      HasDerivAt (fun t : ℝ => w k / (D k + t)) (-(w k / (D k + s) ^ 2)) s := by
    intro k _
    have h1 : HasDerivAt (fun t : ℝ => D k + t) 1 s := (hasDerivAt_id' s).const_add (D k)
    exact ((hasDerivAt_const s (w k)).fun_div h1 (hs k)).congr_deriv (by ring)
  exact (HasDerivAt.fun_sum h).fun_neg.congr_deriv (by simp)

/-- For positive gaps, the Hylleraas functional at any amplitudes lies at or above the
second-order energy with weights `|V_k|²`. -/
theorem secondOrder_le_hylleraas (V c : ι → ℂ) (D : ι → ℝ) (hD : ∀ k, 0 < D k) :
    secondOrder (fun k => Complex.normSq (V k)) D ≤ hylleraas V D c := by
  simp only [secondOrder, hylleraas, ← Finset.sum_neg_distrib]
  refine Finset.sum_le_sum fun k _ => ?_
  have hk := hD k
  have hk0 : D k ≠ 0 := hk.ne'
  -- complete the square in the real and imaginary parts of the amplitude
  have hsq : D k * Complex.normSq (c k) + 2 * (conj (c k) * V k).re
      + Complex.normSq (V k) / D k
      = ((D k * (c k).re + (V k).re) ^ 2 + (D k * (c k).im + (V k).im) ^ 2) / D k := by
    simp only [Complex.normSq_apply, Complex.mul_re, Complex.conj_re, Complex.conj_im]
    field_simp
    ring
  have hpos : 0 ≤ ((D k * (c k).re + (V k).re) ^ 2
      + (D k * (c k).im + (V k).im) ^ 2) / D k := by positivity
  linarith

/-- If no shifted gap vanishes and the amplitudes solve the shifted first-order equations
`(D_k + s) c_k = -V_k`, the unshifted Hylleraas functional at these amplitudes equals the
corrected energy with weights `|V_k|²`. -/
theorem hylleraas_eq_correctedEnergy (V c : ι → ℂ) (D : ι → ℝ) (s : ℝ)
    (hs : ∀ k, D k + s ≠ 0) (hc : ∀ k, ((D k + s : ℝ) : ℂ) * c k = -V k) :
    hylleraas V D c = correctedEnergy (fun k => Complex.normSq (V k)) D s := by
  have key : ∀ k, D k * Complex.normSq (c k) + 2 * (conj (c k) * V k).re
      = -(Complex.normSq (V k) / (D k + s)) - s * (Complex.normSq (V k) / (D k + s) ^ 2) := by
    intro k
    have ha := hs k
    have hV : V k = -(((D k + s : ℝ) : ℂ) * c k) := by rw [hc k, neg_neg]
    -- express the coupling through the amplitude
    have h1 : Complex.normSq (V k) = (D k + s) ^ 2 * Complex.normSq (c k) := by
      rw [hV, Complex.normSq_neg, Complex.normSq_mul, Complex.normSq_ofReal]
      ring
    have h2 : (conj (c k) * V k).re = -(D k + s) * Complex.normSq (c k) := by
      rw [hV]
      simp only [Complex.normSq_apply, Complex.mul_re, Complex.mul_im, Complex.neg_re,
        Complex.neg_im, Complex.conj_re, Complex.conj_im, Complex.ofReal_re, Complex.ofReal_im]
      ring
    have e1 : (D k + s) ^ 2 * Complex.normSq (c k) / (D k + s)
        = (D k + s) * Complex.normSq (c k) := by field_simp
    have e2 : (D k + s) ^ 2 * Complex.normSq (c k) / (D k + s) ^ 2
        = Complex.normSq (c k) := by field_simp
    rw [h2, h1, e1, e2]
    ring
  simp only [hylleraas, correctedEnergy, shiftedEnergy, key, Finset.sum_sub_distrib,
    Finset.sum_neg_distrib, ← Finset.mul_sum]

/-- If neither the gaps nor the shifted gaps vanish, the error of the corrected energy is
exactly `s² ∑ w_k / (D_k (D_k + s)²)`. -/
theorem correctedEnergy_sub_secondOrder (w D : ι → ℝ) (s : ℝ)
    (hD : ∀ k, D k ≠ 0) (hs : ∀ k, D k + s ≠ 0) :
    correctedEnergy w D s - secondOrder w D
      = s ^ 2 * ∑ k, w k / (D k * (D k + s) ^ 2) := by
  -- partial fractions, state by state
  have key : ∀ k, -(w k / (D k + s)) - s * (w k / (D k + s) ^ 2) + w k / D k
      = s ^ 2 * (w k / (D k * (D k + s) ^ 2)) := by
    intro k
    have h1 := hD k
    have h2 := hs k
    field_simp
    ring
  have h := Finset.sum_congr rfl (fun k (_ : k ∈ Finset.univ) => key k)
  simp only [Finset.sum_add_distrib, Finset.sum_sub_distrib, Finset.sum_neg_distrib,
    ← Finset.mul_sum] at h
  unfold correctedEnergy shiftedEnergy secondOrder
  linarith

/-- For positive gaps, nonnegative weights and a nonnegative shift, the corrected energy lies
at or above the second-order energy, by at most `s² ∑ w_k / D_k³`. -/
theorem correctedEnergy_error_bounds (w D : ι → ℝ) (s : ℝ)
    (hw : ∀ k, 0 ≤ w k) (hD : ∀ k, 0 < D k) (hs : 0 ≤ s) :
    0 ≤ correctedEnergy w D s - secondOrder w D ∧
      correctedEnergy w D s - secondOrder w D ≤ s ^ 2 * ∑ k, w k / D k ^ 3 := by
  rw [correctedEnergy_sub_secondOrder w D s (fun k => (hD k).ne')
    (fun k => (add_pos_of_pos_of_nonneg (hD k) hs).ne')]
  constructor
  · exact mul_nonneg (sq_nonneg s) (Finset.sum_nonneg fun k _ =>
      div_nonneg (hw k) (mul_nonneg (hD k).le (sq_nonneg _)))
  · refine mul_le_mul_of_nonneg_left (Finset.sum_le_sum fun k _ => ?_) (sq_nonneg s)
    have hk := hD k
    -- the shift only enlarges the denominator
    refine div_le_div_of_nonneg_left (hw k) (pow_pos hk 3) ?_
    nlinarith [mul_nonneg hk.le (mul_nonneg hk.le hs), mul_nonneg hk.le (sq_nonneg s)]

/-- For positive gaps, the error of the corrected energy divided by `s²` tends to
`∑ w_k / D_k³` as the shift goes to zero from above. -/
theorem tendsto_error_div_sq (w D : ι → ℝ) (hD : ∀ k, 0 < D k) :
    Tendsto (fun s => (correctedEnergy w D s - secondOrder w D) / s ^ 2)
      (𝓝[>] 0) (𝓝 (∑ k, w k / D k ^ 3)) := by
  have hcont : Tendsto (fun s : ℝ => ∑ k, w k / (D k * (D k + s) ^ 2))
      (𝓝 0) (𝓝 (∑ k, w k / D k ^ 3)) := by
    refine tendsto_finsetSum _ fun k _ => ?_
    have hk := hD k
    have hne : D k * (D k + 0) ^ 2 ≠ 0 := by
      rw [add_zero]
      positivity
    have h : ContinuousAt (fun s : ℝ => w k / (D k * (D k + s) ^ 2)) 0 :=
      ContinuousAt.div (by fun_prop) (by fun_prop) hne
    have e : w k / (D k * (D k + 0) ^ 2) = w k / D k ^ 3 := by
      rw [add_zero]
      congr 1
      ring
    rw [← e]
    exact h
  -- for positive shifts the quotient is the continuous sum above
  refine (hcont.mono_left nhdsWithin_le_nhds).congr' ?_
  filter_upwards [self_mem_nhdsWithin] with s hs
  have hs' : 0 < s := hs
  rw [correctedEnergy_sub_secondOrder w D s (fun k => (hD k).ne')
    (fun k => (add_pos (hD k) hs').ne'), mul_div_cancel_left₀ _ (pow_ne_zero 2 hs'.ne')]

/-- For positive gaps, nonnegative weights and a positive shift, the corrected energy equals
the second-order energy exactly when every weight vanishes. -/
theorem correctedEnergy_eq_secondOrder_iff (w D : ι → ℝ) (s : ℝ)
    (hw : ∀ k, 0 ≤ w k) (hD : ∀ k, 0 < D k) (hs : 0 < s) :
    correctedEnergy w D s = secondOrder w D ↔ ∀ k, w k = 0 := by
  have hpos : ∀ k, 0 < D k * (D k + s) ^ 2 := fun k =>
    mul_pos (hD k) (pow_pos (add_pos (hD k) hs) 2)
  rw [← sub_eq_zero, correctedEnergy_sub_secondOrder w D s (fun k => (hD k).ne')
    (fun k => (add_pos (hD k) hs).ne'), mul_eq_zero, or_iff_right (pow_ne_zero 2 hs.ne'),
    Finset.sum_eq_zero_iff_of_nonneg (fun k _ => div_nonneg (hw k) (hpos k).le)]
  constructor
  · intro h k
    exact (div_eq_zero_iff.mp (h k (Finset.mem_univ k))).resolve_right (hpos k).ne'
  · intro h k _
    rw [h k, zero_div]

end

end LevelShiftCorrection
```

```lean
#print axioms LevelShiftCorrection.hylleraas_eq_correctedEnergy
#print axioms LevelShiftCorrection.correctedEnergy_error_bounds
#print axioms LevelShiftCorrection.tendsto_error_div_sq
#print axioms LevelShiftCorrection.correctedEnergy_eq_secondOrder_iff
```

```
'LevelShiftCorrection.hylleraas_eq_correctedEnergy' depends on axioms: [propext, Classical.choice, Quot.sound]
'LevelShiftCorrection.correctedEnergy_error_bounds' depends on axioms: [propext, Classical.choice, Quot.sound]
'LevelShiftCorrection.tendsto_error_div_sq' depends on axioms: [propext, Classical.choice, Quot.sound]
'LevelShiftCorrection.correctedEnergy_eq_secondOrder_iff' depends on axioms: [propext, Classical.choice, Quot.sound]
```

## From single-state identities to the theorems

`hasDerivAt_shiftedEnergy` differentiates each quotient with `fun_div` and adds the results with `HasDerivAt.fun_sum`.

In `secondOrder_le_hylleraas`, `Finset.sum_le_sum` reduces the claim to one state. The identity `hsq` is the completed square, written in real and imaginary parts; `positivity` supplies its sign.

In `hylleraas_eq_correctedEnergy`, `h1` and `h2` express $|V_k|^2$ and $\mathrm{Re}(c_k^*V_k)$ through $|c_k|^2$. They yield `key`, the single-state identity that is then summed.

`correctedEnergy_sub_secondOrder` proves the partial-fraction identity with `field_simp` and `ring`, then sums it. The remaining three theorems start from this formula:

- `correctedEnergy_error_bounds` gets the lower bound from nonnegative terms. For the upper bound it compares denominators, where `nlinarith` uses products that make up $D_k(D_k+s)^2-D_k^3=2D_k^2s+D_ks^2\ge0$.
- `tendsto_error_div_sq` shows that the sum without its prefactor $s^2$ is continuous at zero shift, and identifies it with the error quotient for $s>0$.
- `correctedEnergy_eq_secondOrder_iff` removes the nonzero factor $s^2$ and applies `Finset.sum_eq_zero_iff_of_nonneg`, which forces each term, and so each weight, to vanish.
